# Adding second-order exchange makes the G0W0 shift of a symmetric two-orbital model exact to second order

After a G0W0 calculation, I can add a second-order exchange term to the self-energy of the occupied level as a simple vertex correction. I want to test that step where the exact answer is known: two electrons, one occupied and one virtual Hartree-Fock orbital of different symmetry, and a weak interaction. There G0W0 should give twice the exact correlation shift at leading order, and the exchange term should remove the excess. Can this be derived in full, with a proof that a machine has checked, and how far does the agreement go?

## Twice the exact shift, and the term that removes the excess

Let $D>0$ be the Hartree-Fock orbital gap (held fixed as $l$ varies), $K$ the exchange integral between the two orbitals, $l>0$ the coupling strength and $lc$ the first-order shift of the doubly excited configuration. All energies are real. Symmetry leaves only the ground and doubly excited configurations to mix:

$$H=\begin{pmatrix}0&lK\\ lK&A\end{pmatrix},\qquad A=2D+lc .$$

After one electron is removed, the other has nothing to correlate with and symmetry forbids orbital mixing. The correlation energy of the pair is therefore also the correlation shift of the occupied level.

**Exact shift.** An eigenvector $(v_0,v_1)$ obeys $lKv_1=Ev_0$ and $lKv_0+Av_1=Ev_1$, so $E^2-AE-l^2K^2=0$. With $S=\sqrt{A^2+4l^2K^2}$, the lower root is

$$E=\frac{A-S}{2}=-\frac{2l^2K^2}{A+S},$$

where the second form holds for small $l$, when $A>0$. Since $A+S\to4D$, $E/l^2\to-K^2/(2D)$. For the next order, use $A-2D=lc$ and $S-2D=(S^2-4D^2)/(S+2D)$:

$$\frac{E+l^2K^2/(2D)}{l^3}=\frac{K^2}{2D(A+S)}\left[c+\frac{4Dc+lc^2+4lK^2}{S+2D}\right]\to\frac{cK^2}{4D^2}.$$

**G0W0 shift.** Put $g=lK$. The RPA equations for the single singlet transition, with excitation energy $\Omega$ and amplitudes $X,Y$, are

$$(D+2g)X+2gY=\Omega X,\qquad 2gX+(D+2g)Y=-\Omega Y,\qquad X^2-Y^2=1 .$$

Their sum and difference are $(D+4g)(X+Y)=\Omega(X-Y)$ and $D(X-Y)=\Omega(X+Y)$. Multiplying each by $X+Y$ and using the normalisation gives

$$(D+4g)(X+Y)^2=\Omega,\qquad \Omega(X+Y)^2=D .$$

The second relation makes $\Omega$ positive, and together they give $\Omega=\sqrt{D^2+4gD}$. Conversely, when $D+4g>0$, which holds for small $l$, this $\Omega$ with $X+Y=\sqrt{D/\Omega}$ and $X-Y=\sqrt{\Omega/D}$ satisfies all three equations, so a mode exists. At the occupied level $e$, with the virtual level at $e+D$, the correlation self-energy is

$$\Sigma_c(e)=-\frac{2g^2(X+Y)^2}{D+\Omega}=-\frac{2l^2K^2}{\Omega+D+4lK},$$

because $(X+Y)^2(\Omega+D+4g)=D+\Omega$. As $\Omega\to D$, division by $l^2$ gives $-K^2/D$, twice the exact limit. From $\Omega-D=4lKD/(\Omega+D)$,

$$\frac{\Sigma_c(e)+l^2K^2/D}{l^3}=\frac{K^2}{D(\Omega+D+4lK)}\left[4K+\frac{4KD}{\Omega+D}\right]\to\frac{3K^3}{D^2}.$$

**Exchange.** The second-order exchange shift is $l^2K^2/(2D)$, and $-K^2/D+K^2/(2D)=-K^2/(2D)$. Physically, the polarisation bubble sums over both spins, although an electron in this pair has only an opposite-spin partner. Exchange cancels the same-spin part. Subtracting the third-order coefficients leaves the error

$$\frac{3K^3}{D^2}-\frac{cK^2}{4D^2}=\frac{K^2(12K-c)}{4D^2}$$

per $l^3$. Agreement thus ends at second order unless $K=0$ or $c=12K$.

## What the Lean theorems say about the model

`pairHamiltonian D K c l` is the matrix $H$. `exactShift` is defined by the root formula, and `exactShift_isLeast` proves that it is the least real $E$ with a nonzero real eigenvector, for all real parameters.

`IsRPAMode D g Ω X Y` contains the two RPA equations and the normalisation. `gwSelfEnergy` is the pole expression for the occupied orbital, and `gwShift` is the closed form. For $D>0$, `gwSelfEnergy_on_shell` proves them equal whenever a mode is supplied; `rpa_mode_witness` exhibits one, at gap $1$ and coupling $15/4$.

The central theorem is `exchange_restores_second_order`. For $D>0$ and all real $K$ and $c$, it states the three limits after division by $l^2$: exact, G0W0, and G0W0 plus exchange. The filter `𝓝[>] 0` means that $l$ approaches zero through positive values. Physical exchange integrals of real orbitals are nonnegative, but the proof does not need this. `remaining_third_order_error` gives the limit of the corrected G0W0 shift minus the exact shift, divided by $l^3$.

The reduction from a molecule to this Hamiltonian, the identification of its eigenvalue with the level shift, the pole expression and the exchange formula enter as definitions of the model. The self-energy is evaluated at the uncorrected level, without solving the quasiparticle equation. For a G0W0 code that starts from Hartree-Fock and adds this exchange term, the limits provide a reference in this weakly coupled model with one occupied and one virtual orbital; they do not rank methods for larger systems or strong coupling.

```lean
import Mathlib

open Filter Topology Matrix

namespace GWVertexTwoOrbital

noncomputable section

/-- Hamiltonian of the ground and doubly excited configurations, with orbital gap `D`,
exchange integral `K`, first-order level shift `c` and coupling strength `l`. -/
def pairHamiltonian (D K c l : ℝ) : Matrix (Fin 2) (Fin 2) ℝ :=
  !![0, l * K; l * K, 2 * D + l * c]

/-- The square root in the eigenvalue formula of the pair Hamiltonian. -/
def pairGap (D K c l : ℝ) : ℝ := √((2 * D + l * c) ^ 2 + 4 * (l * K) ^ 2)

/-- The exact correlation shift, as the lower root of the secular equation. -/
def exactShift (D K c l : ℝ) : ℝ := ((2 * D + l * c) - pairGap D K c l) / 2

/-- The RPA equations for one singlet transition of gap `D` and coupling `g`, with
excitation energy `Ω` and normalised amplitudes `X`, `Y`. -/
def IsRPAMode (D g Ω X Y : ℝ) : Prop :=
  (D + 2 * g) * X + 2 * g * Y = Ω * X ∧
  2 * g * X + (D + 2 * g) * Y = -Ω * Y ∧ X ^ 2 - Y ^ 2 = 1

/-- The RPA excitation energy in closed form, for `D > 0` and `D + 4 * g > 0`. -/
def rpaEnergy (D g : ℝ) : ℝ := √(D ^ 2 + 4 * g * D)

/-- Correlation part of the GW self-energy of the occupied orbital at frequency `ω`, with
virtual level `ea`; its domain is `ω ≠ ea + Ω`. -/
def gwSelfEnergy (ea g Ω X Y ω : ℝ) : ℝ := 2 * (g * (X + Y)) ^ 2 / (ω - ea - Ω)

/-- The G0W0 correlation shift in closed form, for `D > 0` and `D + 4 * (l * K) > 0`. -/
def gwShift (D K l : ℝ) : ℝ :=
  -2 * (l * K) ^ 2 / (rpaEnergy D (l * K) + D + 4 * (l * K))

/-- The second-order exchange shift of the occupied level, for `D ≠ 0`. -/
def exchangeShift (D K l : ℝ) : ℝ := (l * K) ^ 2 / (2 * D)

/-- The exact correlation shift is the least eigenvalue of the pair Hamiltonian. -/
theorem exactShift_isLeast (D K c l : ℝ) :
    IsLeast {E : ℝ | ∃ v : Fin 2 → ℝ, v ≠ 0 ∧ pairHamiltonian D K c l *ᵥ v = E • v}
      (exactShift D K c l) := by
  have key : ∀ (E : ℝ) (v : Fin 2 → ℝ), pairHamiltonian D K c l *ᵥ v = E • v ↔
      l * K * v 1 = E * v 0 ∧ l * K * v 0 + (2 * D + l * c) * v 1 = E * v 1 := by
    intro E v
    rw [funext_iff, Fin.forall_fin_two]
    simp [pairHamiltonian, Matrix.mulVec, dotProduct, Fin.sum_univ_two]
  constructor
  · have hS : pairGap D K c l ^ 2 = (2 * D + l * c) ^ 2 + 4 * (l * K) ^ 2 :=
      Real.sq_sqrt (by positivity)
    have hE : exactShift D K c l ^ 2 =
        (2 * D + l * c) * exactShift D K c l + (l * K) ^ 2 := by
      unfold exactShift
      linear_combination (1 / 4) * hS
    by_cases h : l * K = 0 ∧ exactShift D K c l = 0
    · exact ⟨![1, 0], by simp, (key _ _).2 ⟨by simp [h.2], by simp [h.1, h.2]⟩⟩
    · refine ⟨![l * K, exactShift D K c l],
        fun hv => h ⟨congrFun hv 0, congrFun hv 1⟩, (key _ _).2 ⟨mul_comm _ _, ?_⟩⟩
      show l * K * (l * K) + (2 * D + l * c) * exactShift D K c l =
        exactShift D K c l * exactShift D K c l
      linear_combination -hE
  · rintro E ⟨v, hv, h⟩
    obtain ⟨h0, h1⟩ := (key E v).1 h
    -- every eigenvalue obeys the secular equation
    have hq : E ^ 2 - (2 * D + l * c) * E - (l * K) ^ 2 = 0 := by
      by_contra hne
      have a0 : v 0 = 0 := (mul_eq_zero.1 (show
        (E ^ 2 - (2 * D + l * c) * E - (l * K) ^ 2) * v 0 = 0 by
          linear_combination -(E - (2 * D + l * c)) * h0 - l * K * h1)).resolve_left hne
      have a1 : v 1 = 0 := (mul_eq_zero.1 (show
        (E ^ 2 - (2 * D + l * c) * E - (l * K) ^ 2) * v 1 = 0 by
          linear_combination -E * h1 - l * K * h0)).resolve_left hne
      apply hv
      ext i
      fin_cases i
      exacts [a0, a1]
    have h2 := Real.abs_le_sqrt (show (2 * E - (2 * D + l * c)) ^ 2 ≤
      (2 * D + l * c) ^ 2 + 4 * (l * K) ^ 2 from le_of_eq (by linear_combination 4 * hq))
    have h3 := neg_abs_le (2 * E - (2 * D + l * c))
    unfold exactShift pairGap
    linarith

/-- For a positive gap, a normalised RPA mode has positive energy `√(D² + 4gD)`, and its
squared transition amplitude times this energy equals the gap. -/
theorem rpa_mode {D g Ω X Y : ℝ} (hD : 0 < D) (h : IsRPAMode D g Ω X Y) :
    0 < Ω ∧ Ω = rpaEnergy D g ∧ Ω * (X + Y) ^ 2 = D := by
  obtain ⟨h1, h2, hn⟩ := h
  have h3 : (X + Y) ^ 2 * (D + 4 * g) = Ω := by
    linear_combination (X + Y) * (h1 + h2) + Ω * hn
  have h4 : Ω * (X + Y) ^ 2 = D := by
    linear_combination -(X + Y) * (h1 - h2) + D * hn
  have hpos : 0 < Ω := by
    by_contra hneg
    nlinarith [mul_nonneg (neg_nonneg.2 (not_lt.1 hneg)) (sq_nonneg (X + Y))]
  refine ⟨hpos, ?_, h4⟩
  have hsq : D ^ 2 + 4 * g * D = Ω ^ 2 := by
    linear_combination Ω * h3 - (D + 4 * g) * h4
  unfold rpaEnergy
  rw [hsq, Real.sqrt_sq hpos.le]

/-- An explicit RPA mode with gap 1, coupling 15/4 and excitation energy 4. -/
theorem rpa_mode_witness : IsRPAMode 1 (15 / 4) 4 (5 / 4) (-3 / 4) := by
  unfold IsRPAMode
  norm_num

/-- For a positive gap, the GW correlation self-energy built from an RPA mode, taken at the
occupied level `e`, equals the closed G0W0 shift. -/
theorem gwSelfEnergy_on_shell {D K l Ω X Y : ℝ} (e : ℝ) (hD : 0 < D)
    (h : IsRPAMode D (l * K) Ω X Y) :
    gwSelfEnergy (e + D) (l * K) Ω X Y e = gwShift D K l := by
  obtain ⟨hpos, hΩ, h4⟩ := rpa_mode hD h
  obtain ⟨h1, h2, hn⟩ := h
  have h3 : (X + Y) ^ 2 * (D + 4 * (l * K)) = Ω := by
    linear_combination (X + Y) * (h1 + h2) + Ω * hn
  have hne : Ω + D + 4 * (l * K) ≠ 0 := by
    intro h0
    have : D + Ω = 0 := by linear_combination (X + Y) ^ 2 * h0 - h3 - h4
    linarith
  have hne' : e - (e + D) - Ω ≠ 0 := by
    intro h0
    linarith
  unfold gwSelfEnergy gwShift
  rw [← hΩ, div_eq_div_iff hne' hne]
  linear_combination 2 * (l * K) ^ 2 * (h3 + h4)

/-- A quotient of continuous functions with nonzero denominator at zero coupling gives the
weak-coupling limit of any function that agrees with it at small positive coupling. -/
theorem tendsto_of_quotient {f N M : ℝ → ℝ} {a : ℝ} (hN : Continuous N)
    (hM : Continuous M) (h0 : M 0 ≠ 0) (ha : N 0 / M 0 = a)
    (h : ∀ᶠ l in 𝓝[>] (0 : ℝ), f l = N l / M l) : Tendsto f (𝓝[>] 0) (𝓝 a) := by
  rw [← ha]
  have h1 : Tendsto (fun l => N l / M l) (𝓝 0) (𝓝 (N 0 / M 0)) :=
    (hN.tendsto 0).div (hM.tendsto 0) h0
  exact (h1.mono_left nhdsWithin_le_nhds).congr' (h.mono fun l hl => hl.symm)

/-- A positive energy stays positive under a linear shift at small positive coupling. -/
theorem eventually_pos {a : ℝ} (b : ℝ) (ha : 0 < a) :
    ∀ᶠ l in 𝓝[>] (0 : ℝ), 0 < a + l * b := by
  have hc : Continuous (fun l : ℝ => a + l * b) := by fun_prop
  have ht := hc.tendsto' 0 a (by simp)
  exact (ht.eventually (lt_mem_nhds ha)).filter_mono nhdsWithin_le_nhds

/-- For a positive gap, the exact shift has second-order coefficient `-K²/(2D)` and
third-order coefficient `cK²/(4D²)`. -/
theorem exact_third_order {D : ℝ} (K c : ℝ) (hD : 0 < D) :
    Tendsto (fun l => (exactShift D K c l + l ^ 2 * (K ^ 2 / (2 * D))) / l ^ 3)
      (𝓝[>] 0) (𝓝 (c * K ^ 2 / (4 * D ^ 2))) := by
  have hS0 : pairGap D K c 0 = 2 * D := by
    unfold pairGap
    rw [show (2 * D + 0 * c) ^ 2 + 4 * (0 * K) ^ 2 = (2 * D) ^ 2 by ring]
    exact Real.sqrt_sq (by positivity)
  refine tendsto_of_quotient
    (N := fun l => K ^ 2 * (c * (pairGap D K c l + 2 * D) + 4 * D * c
      + l * c ^ 2 + 4 * l * K ^ 2))
    (M := fun l => 2 * D * (2 * D + l * c + pairGap D K c l) * (pairGap D K c l + 2 * D))
    (by unfold pairGap; fun_prop) (by unfold pairGap; fun_prop) ?_ ?_ ?_
  · rw [hS0]
    simp only [zero_mul, add_zero]
    positivity
  · rw [hS0]
    simp only [zero_mul, mul_zero, add_zero]
    rw [div_eq_div_iff (by positivity) (by positivity)]
    ring
  · filter_upwards [self_mem_nhdsWithin, eventually_pos c (show 0 < 2 * D by positivity)]
      with l hl hA
    have hl0 : 0 < l := hl
    have hS : pairGap D K c l ^ 2 = (2 * D + l * c) ^ 2 + 4 * (l * K) ^ 2 :=
      Real.sq_sqrt (by positivity)
    have hSn : 0 ≤ pairGap D K c l := Real.sqrt_nonneg _
    have hAS : 0 < 2 * D + l * c + pairGap D K c l := by linarith
    have hSD : 0 < pairGap D K c l + 2 * D := by linarith
    -- rationalise the lower root
    have hE : exactShift D K c l =
        -2 * (l * K) ^ 2 / (2 * D + l * c + pairGap D K c l) := by
      rw [eq_div_iff hAS.ne']
      unfold exactShift
      linear_combination (-1 / 2) * hS
    rw [hE, ← mul_div_assoc, div_add_div _ _ hAS.ne' (by positivity), div_div,
      div_eq_div_iff (by positivity) (by positivity)]
    linear_combination
      (l ^ 2 * K ^ 2 * (2 * D) * (2 * D + l * c + pairGap D K c l)) * hS

/-- For a positive gap, the G0W0 shift has second-order coefficient `-K²/D` and third-order
coefficient `3K³/D²`. -/
theorem gw_third_order {D : ℝ} (K : ℝ) (hD : 0 < D) :
    Tendsto (fun l => (gwShift D K l + l ^ 2 * (K ^ 2 / D)) / l ^ 3)
      (𝓝[>] 0) (𝓝 (3 * K ^ 3 / D ^ 2)) := by
  have hW0 : rpaEnergy D (0 * K) = D := by
    unfold rpaEnergy
    rw [show D ^ 2 + 4 * (0 * K) * D = D ^ 2 by ring]
    exact Real.sqrt_sq hD.le
  refine tendsto_of_quotient
    (N := fun l => K ^ 2 * (4 * K * D + 4 * K * (rpaEnergy D (l * K) + D)))
    (M := fun l => D * (rpaEnergy D (l * K) + D + 4 * (l * K)) * (rpaEnergy D (l * K) + D))
    (by unfold rpaEnergy; fun_prop) (by unfold rpaEnergy; fun_prop) ?_ ?_ ?_
  · rw [hW0]
    simp only [zero_mul, mul_zero, add_zero]
    positivity
  · rw [hW0]
    simp only [zero_mul, mul_zero, add_zero]
    rw [div_eq_div_iff (by positivity) (by positivity)]
    ring
  · filter_upwards [self_mem_nhdsWithin, eventually_pos (4 * K) hD] with l hl hA
    have hl0 : 0 < l := hl
    have hW : rpaEnergy D (l * K) ^ 2 = D ^ 2 + 4 * (l * K) * D :=
      Real.sq_sqrt (by nlinarith [mul_pos hD hA])
    have hWn : 0 ≤ rpaEnergy D (l * K) := Real.sqrt_nonneg _
    have h1 : 0 < rpaEnergy D (l * K) + D + 4 * (l * K) := by linarith
    have h2 : 0 < rpaEnergy D (l * K) + D := by linarith
    unfold gwShift
    rw [← mul_div_assoc, div_add_div _ _ h1.ne' hD.ne', div_div,
      div_eq_div_iff (by positivity) (by positivity)]
    linear_combination
      (D * (rpaEnergy D (l * K) + D + 4 * (l * K)) * K ^ 2 * l ^ 2) * hW

/-- For a positive gap and weak coupling, the exact shift over `l²` tends to `-K²/(2D)` and
the G0W0 shift over `l²` to `-K²/D`; adding second-order exchange restores the exact limit. -/
theorem exchange_restores_second_order {D : ℝ} (K c : ℝ) (hD : 0 < D) :
    Tendsto (fun l => exactShift D K c l / l ^ 2) (𝓝[>] 0) (𝓝 (-(K ^ 2 / (2 * D)))) ∧
    Tendsto (fun l => gwShift D K l / l ^ 2) (𝓝[>] 0) (𝓝 (-(K ^ 2 / D))) ∧
    Tendsto (fun l => (gwShift D K l + exchangeShift D K l) / l ^ 2)
      (𝓝[>] 0) (𝓝 (-(K ^ 2 / (2 * D)))) := by
  -- a finite third-order coefficient fixes the second-order limit
  have key : ∀ (f : ℝ → ℝ) (a b : ℝ),
      Tendsto (fun l => (f l + l ^ 2 * b) / l ^ 3) (𝓝[>] 0) (𝓝 a) →
      Tendsto (fun l => f l / l ^ 2) (𝓝[>] 0) (𝓝 (-b)) := by
    intro f a b h
    have hl : Tendsto (fun l : ℝ => l) (𝓝[>] 0) (𝓝 0) :=
      tendsto_id.mono_left nhdsWithin_le_nhds
    have h' := (hl.mul h).sub_const b
    rw [zero_mul, zero_sub] at h'
    refine h'.congr' ?_
    filter_upwards [self_mem_nhdsWithin] with l hl0
    have hl1 : l ≠ 0 := (Set.mem_Ioi.1 hl0).ne'
    rw [show l ^ 3 = l * l ^ 2 by ring, ← mul_div_assoc, mul_div_mul_left _ _ hl1,
      add_div, mul_div_cancel_left₀ _ (pow_ne_zero 2 hl1)]
    ring
  have hG := key _ _ _ (gw_third_order K hD)
  refine ⟨key _ _ _ (exact_third_order K c hD), hG, ?_⟩
  have h := hG.add_const (K ^ 2 / (2 * D))
  have e : -(K ^ 2 / D) + K ^ 2 / (2 * D) = -(K ^ 2 / (2 * D)) := by ring
  rw [e] at h
  refine h.congr' ?_
  filter_upwards [self_mem_nhdsWithin] with l hl0
  have hl1 : l ≠ 0 := (Set.mem_Ioi.1 hl0).ne'
  unfold exchangeShift
  rw [add_div, show (l * K) ^ 2 / (2 * D) = l ^ 2 * (K ^ 2 / (2 * D)) by ring,
    mul_div_cancel_left₀ _ (pow_ne_zero 2 hl1)]

/-- For a positive gap, the error left after adding second-order exchange to G0W0, divided
by `l³`, tends to `K²(12K - c)/(4D²)`. -/
theorem remaining_third_order_error {D : ℝ} (K c : ℝ) (hD : 0 < D) :
    Tendsto (fun l => (gwShift D K l + exchangeShift D K l - exactShift D K c l) / l ^ 3)
      (𝓝[>] 0) (𝓝 (K ^ 2 * (12 * K - c) / (4 * D ^ 2))) := by
  have h := (gw_third_order K hD).sub (exact_third_order K c hD)
  have e : 3 * K ^ 3 / D ^ 2 - c * K ^ 2 / (4 * D ^ 2) =
      K ^ 2 * (12 * K - c) / (4 * D ^ 2) := by ring
  rw [e] at h
  refine h.congr fun l => ?_
  unfold exchangeShift
  rw [← sub_div]
  congr 1
  ring

end

end GWVertexTwoOrbital
```

```lean
#print axioms GWVertexTwoOrbital.exactShift_isLeast
#print axioms GWVertexTwoOrbital.gwSelfEnergy_on_shell
#print axioms GWVertexTwoOrbital.exchange_restores_second_order
#print axioms GWVertexTwoOrbital.remaining_third_order_error
```

```
'GWVertexTwoOrbital.exactShift_isLeast' depends on axioms: [propext, Classical.choice, Quot.sound]
'GWVertexTwoOrbital.gwSelfEnergy_on_shell' depends on axioms: [propext, Classical.choice, Quot.sound]
'GWVertexTwoOrbital.exchange_restores_second_order' depends on axioms: [propext, Classical.choice, Quot.sound]
'GWVertexTwoOrbital.remaining_third_order_error' depends on axioms: [propext, Classical.choice, Quot.sound]
```

## From the secular equation to the limits in Lean

In `exactShift_isLeast`, `key` turns the matrix equation into the two component equations. The vector $(lK,E)$ is an eigenvector for the lower root; if both entries vanish, $(1,0)$ takes its place. Conversely, a nonzero eigenvector forces the secular equation, hence $(2E-A)^2=S^2$. `Real.abs_le_sqrt` then gives $|2E-A|\le S$, which puts $E$ at or above the lower root.

`rpa_mode` obtains the two relations for $(X+Y)^2$ by taking the same sum and difference as above; `linear_combination` verifies the algebra. `gwSelfEnergy_on_shell` first shows that both denominators are nonzero, then cross-multiplies and adds the two relations.

For the third-order limits, `exact_third_order` and `gw_third_order` write each remainder as a quotient $N(l)/M(l)$ of continuous functions with $M(0)\neq0$. These are the rationalised expressions above over a common denominator. `eventually_pos` keeps $2D+lc$ or $D+4lK$ positive for small $l$, which justifies the rationalisation, and `tendsto_of_quotient` evaluates the limit at $l=0$.

The `key` step inside `exchange_restores_second_order` multiplies a finite third-order limit by $l\to0$, leaving the second-order coefficient. Adding the constant $K^2/(2D)$ to the G0W0 limit gives the corrected one. The last theorem subtracts the two third-order limits; the second-order terms combine exactly into `exchangeShift`.
